# A finite second moment of the electron density bounds the mean Coulomb repulsion from below

If I guess a pair density to go with a given electron density, nothing stops me from putting the electrons of each pair too far apart. The repulsion energy then comes out lower than any state with that density can have, and an energy minimisation built on the guess can fall below the true ground state. I know that electrons confined to a small region must repel each other strongly. But can I turn the size of the density alone into a number that the repulsion can't go below, without knowing anything about how the electrons are correlated?

## A floor from the number of pairs and the mean square radius

Yes, provided that the density has a finite second moment. Take $N\ge 2$ electrons at positions $x_p$ and work in atomic units, so that the repulsion is $W=\sum_{p<q}1/\|x_p-x_q\|$. Write $M=N(N-1)/2$ for the number of pairs, $\rho$ for the one-body density, normalised to $N$, and $S=\int\|r\|^2\,d\rho$ for its second moment about the origin. If the mean repulsion $\langle W\rangle$ is finite and the electrons are almost surely at distinct positions, then $S>0$ and

$$\langle W\rangle\;\ge\;\frac{M^{3/2}}{\sqrt{N S}} .$$

For electronic structure this is a necessary condition on any pair density that is meant to come from an $N$-electron state with density $\rho$. It sees the density only through $N$ and $S$, so it is not a sufficient condition.

**One pair.** For a distance $d>0$ and any inverse length $t>0$,

$$\frac1d\;\ge\;\frac{3t}{2}-\frac{t^3d^2}{2}.$$

To see this, multiply by $d$ and set $u=td$. The difference of the two sides becomes $1-\tfrac32u+\tfrac12u^3=\tfrac12(u-1)^2(u+2)\ge0$. The right-hand side is the tangent to $1/d$, regarded as a function of $d^2$, at $d=1/t$.

**All pairs.** Summing over $p<q$ gives

$$W\ge\frac{3tM}{2}-\frac{t^3}{2}\sum_{p<q}\|x_p-x_q\|^2 .$$

Expanding the square in the full double sum gives $\sum_{p,q}\|x_p-x_q\|^2=2N\sum_p\|x_p\|^2-2\|\sum_px_p\|^2$. The diagonal terms vanish and every pair occurs twice, so

$$\sum_{p<q}\|x_p-x_q\|^2=N\sum_p\|x_p\|^2-\Big\|\sum_px_p\Big\|^2\le N\sum_p\|x_p\|^2 .$$

**The average.** The density is the sum of the one-particle distributions, hence $S=\langle\sum_p\|x_p\|^2\rangle$. Averaging the linear bound gives, for every $t>0$,

$$\langle W\rangle\ge\frac{3tM}{2}-\frac{t^3}{2}NS .$$

If $S$ were zero, the right-hand side would grow without limit as $t$ increases, which a finite $\langle W\rangle$ forbids. So $S>0$, and the right-hand side is largest where $M=t^2NS$, that is, at $t=\sqrt{M/(NS)}$. Its value there is $(\tfrac32-\tfrac12)M^{3/2}/\sqrt{NS}$, which is the bound. For a single configuration of distinct points the same optimisation gives $W\ge M^{3/2}/\sqrt{N\sum_p\|x_p\|^2}$.

**Equality.** Two electrons at $a$ and $-a$, with $a\ne0$, have $W=1/(2\|a\|)$ and $N\sum_p\|x_p\|^2=4\|a\|^2$. With $M=1$ the two sides agree.

## Configurations, density and hypotheses in Lean

The space `E` is any real inner-product space; for electrons it is $\mathbb R^3$. A configuration is a function `x : Fin N → E`, with particle labels running from 0 to $N-1$. `pairs N` holds the label pairs with $p<q$, and `repulsion x` is $W$ for unit charges.

The state enters through a probability measure `μ` on configurations. `density μ` is the sum of its one-particle marginals, so it is a measure of total mass $N$ and not a function of position. The theorem `mean_repulsion_ge_of_density_spread` has three physical hypotheses:

- `hx`: the positions are almost surely distinct.
- `hS`: the density has a finite second moment, so its tails fall off fast enough for a mean square radius to exist.
- `hW`: the mean repulsion is finite. Lean gives the integral of a non-integrable function the value 0, so an infinite mean has to be excluded explicitly.

The step left to the reader is to identify `μ` with $|\Psi|^2$, summed over spins, for a normalised wavefunction $\Psi$. For such a state in $\mathbb R^3$, `hx` holds because coincident positions fill no volume in configuration space. Antisymmetry is not used, so the bound applies equally to charged bosons or to a classical ensemble, and it contains no exchange effect.

The theorem `repulsion_ge_of_size` is the version for fixed points. Both bounds also state that the second moment is positive. `opposite_pair_attains` records the equality case as a product, $W\sqrt{2\sum_p\|x_p\|^2}=1$, with the 1 written as $M^{3/2}$ at $N=2$.

```lean
import Mathlib

open MeasureTheory

namespace CoulombDensitySpread

noncomputable section

variable {E : Type*} [NormedAddCommGroup E] [InnerProductSpace ℝ E] {N : ℕ}

/-- The pairs `p < q` of particle labels. -/
def pairs (N : ℕ) : Finset (Fin N × Fin N) :=
  Finset.univ.filter fun e => e.1 < e.2

/-- The Coulomb repulsion of `N` unit charges, the sum of inverse distances over all pairs; a
coincident pair contributes `1 / 0 = 0` here, so this is the physical repulsion only for distinct
points. -/
def repulsion (x : Fin N → E) : ℝ :=
  ∑ e ∈ pairs N, 1 / ‖x e.1 - x e.2‖

/-- The one-body density of a distribution `μ` of configurations: the sum of the
distributions of the single particles. -/
def density [MeasurableSpace E] (μ : Measure (Fin N → E)) : Measure E :=
  ∑ p, μ.map (fun x => x p)

/-- A double sum of a symmetric pair quantity is twice its sum over pairs plus the
diagonal terms. -/
theorem sum_sum_eq_pairs (f : Fin N → Fin N → ℝ) (hf : ∀ p q, f p q = f q p) :
    ∑ p, ∑ q, f p q = 2 * ∑ e ∈ pairs N, f e.1 e.2 + ∑ p, f p p := by
  have h1 : ∑ e ∈ pairs N, f e.1 e.2 = ∑ p, ∑ q, if p < q then f p q else 0 := by
    rw [pairs, Finset.sum_filter, Fintype.sum_prod_type]
  have h2 : ∑ e ∈ pairs N, f e.1 e.2 = ∑ p, ∑ q, if q < p then f p q else 0 := by
    rw [h1, Finset.sum_comm]
    refine Finset.sum_congr rfl fun p _ => Finset.sum_congr rfl fun q _ => ?_
    rw [hf q p]
  have h3 : ∑ p, f p p = ∑ p, ∑ q, if p = q then f p q else 0 := by simp
  have h4 : ∑ p, ∑ q, f p q = (∑ p, ∑ q, if p < q then f p q else 0)
      + (∑ p, ∑ q, if q < p then f p q else 0)
      + ∑ p, ∑ q, if p = q then f p q else 0 := by
    simp only [← Finset.sum_add_distrib]
    refine Finset.sum_congr rfl fun p _ => Finset.sum_congr rfl fun q _ => ?_
    rcases lt_trichotomy p q with h | h | h
    · simp [h, h.ne, lt_asymm h]
    · subst h
      simp
    · simp [h, h.ne', lt_asymm h]
  linarith

/-- There are `N (N - 1) / 2` pairs of particles. -/
theorem card_pairs (N : ℕ) : ((pairs N).card : ℝ) = (N : ℝ) * (N - 1) / 2 := by
  have h := sum_sum_eq_pairs (N := N) (fun _ _ => (1 : ℝ)) (fun _ _ => rfl)
  simp only [Finset.sum_const, Finset.card_univ, Fintype.card_fin, nsmul_eq_mul,
    mul_one] at h
  linarith

/-- The squared pair distances sum to `N` times the second moment about the origin, less the
squared length of the sum of all positions. -/
theorem sum_sq_dist (x : Fin N → E) :
    ∑ e ∈ pairs N, ‖x e.1 - x e.2‖ ^ 2 = N * ∑ p, ‖x p‖ ^ 2 - ‖∑ p, x p‖ ^ 2 := by
  have h := sum_sum_eq_pairs (fun p q => ‖x p - x q‖ ^ 2)
    (fun p q => by rw [norm_sub_rev])
  have hs : ‖∑ p, x p‖ ^ 2 = ∑ p, ∑ q, inner ℝ (x p) (x q) := by
    rw [← real_inner_self_eq_norm_sq, sum_inner]
    simp only [inner_sum]
  have e : ∑ p, ∑ q, ‖x p - x q‖ ^ 2
      = 2 * (N * ∑ p, ‖x p‖ ^ 2) - 2 * ‖∑ p, x p‖ ^ 2 := by
    rw [hs]
    simp only [norm_sub_sq_real, Finset.sum_add_distrib, Finset.sum_sub_distrib,
      ← Finset.mul_sum, Finset.sum_const, Finset.card_univ, Fintype.card_fin, nsmul_eq_mul]
    ring
  have h0 : ∑ p, ‖x p - x p‖ ^ 2 = 0 := by simp
  linarith

omit [InnerProductSpace ℝ E] in
/-- For distinct points and any inverse length `t > 0`, the Coulomb repulsion is at least an
expression linear in the squared pair distances. -/
theorem repulsion_ge_linear {x : Fin N → E} (hx : Function.Injective x) {t : ℝ}
    (ht : 0 < t) :
    3 / 2 * t * ((N : ℝ) * (N - 1) / 2) - t ^ 3 / 2 * ∑ e ∈ pairs N, ‖x e.1 - x e.2‖ ^ 2
      ≤ repulsion x := by
  -- the tangent to `1 / d`, as a function of `d ^ 2`, at `d = 1 / t`
  have tangent : ∀ d : ℝ, 0 < d → 3 / 2 * t - t ^ 3 / 2 * d ^ 2 ≤ 1 / d := by
    intro d hd
    rw [le_div_iff₀ hd]
    have hu : 0 ≤ t * d + 2 := by positivity
    nlinarith [mul_nonneg (sq_nonneg (t * d - 1)) hu]
  calc _ = ∑ e ∈ pairs N, (3 / 2 * t - t ^ 3 / 2 * ‖x e.1 - x e.2‖ ^ 2) := by
        rw [Finset.sum_sub_distrib, Finset.sum_const, nsmul_eq_mul, card_pairs,
          Finset.mul_sum]
        ring
    _ ≤ repulsion x := by
        refine Finset.sum_le_sum fun e he => tangent _ ?_
        have hlt : e.1 < e.2 := by simpa [pairs] using he
        exact norm_pos_iff.2 (sub_ne_zero.2 fun h => hlt.ne (hx h))

/-- If `W` is at least `3 t M / 2 - t ^ 3 A / 2` for every `t > 0`, with `M > 0` and `A ≥ 0`, then
`A` is positive and `W` is at least `M ^ (3/2) / √A`. -/
theorem optimise_scale {W A M : ℝ} (hM : 0 < M) (hA : 0 ≤ A)
    (h : ∀ t : ℝ, 0 < t → 3 / 2 * t * M - t ^ 3 / 2 * A ≤ W) :
    0 < A ∧ M ^ (3 / 2 : ℝ) / √A ≤ W := by
  have hA' : 0 < A := by
    refine lt_of_le_of_ne hA fun h0 => ?_
    have h1 := h ((|W| + 1) / M) (by positivity)
    have h2 : 3 / 2 * ((|W| + 1) / M) * M = 3 / 2 * (|W| + 1) := by
      field_simp
    rw [← h0, h2] at h1
    linarith [le_abs_self W, abs_nonneg W]
  refine ⟨hA', ?_⟩
  -- the best scale is `t = √(M / A)`
  have h1 := h (√M / √A) (div_pos (Real.sqrt_pos.2 hM) (Real.sqrt_pos.2 hA'))
  have h2 : (√M / √A) ^ 2 * A = M := by
    rw [div_pow, Real.sq_sqrt hM.le, Real.sq_sqrt hA]
    exact div_mul_cancel₀ M hA'.ne'
  have h3 : (√M / √A) ^ 3 / 2 * A = √M / √A * M / 2 := by
    linear_combination (√M / √A) / 2 * h2
  have h4 : M ^ (3 / 2 : ℝ) = M * √M := by
    rw [show (3 / 2 : ℝ) = 1 + 1 / 2 by norm_num, Real.rpow_add hM, Real.rpow_one,
      ← Real.sqrt_eq_rpow]
  have h5 : M * √M / √A = √M / √A * M := by ring
  rw [h4, h5]
  linarith

/-- For `N ≥ 2` distinct points the second moment `S` about the origin is positive, and the Coulomb
repulsion is at least `M ^ (3/2) / √(N S)`, where `M = N (N - 1) / 2`. -/
theorem repulsion_ge_of_size (hN : 2 ≤ N) {x : Fin N → E} (hx : Function.Injective x) :
    0 < ∑ p, ‖x p‖ ^ 2 ∧
      ((N : ℝ) * (N - 1) / 2) ^ (3 / 2 : ℝ) / √(N * ∑ p, ‖x p‖ ^ 2) ≤ repulsion x := by
  have hN' : (2 : ℝ) ≤ N := by exact_mod_cast hN
  have hN0 : (0 : ℝ) < N := by linarith
  have hM : 0 < (N : ℝ) * (N - 1) / 2 :=
    div_pos (mul_pos hN0 (by linarith)) two_pos
  have key := optimise_scale (W := repulsion x) (A := N * ∑ p, ‖x p‖ ^ 2) hM
    (by positivity) (fun t ht => by
      have h1 := repulsion_ge_linear hx ht
      rw [sum_sq_dist] at h1
      have h2 : 0 ≤ t ^ 3 / 2 * ‖∑ p, x p‖ ^ 2 := by positivity
      linarith)
  exact ⟨(mul_pos_iff_of_pos_left hN0).1 key.1, key.2⟩

omit [InnerProductSpace ℝ E] in
/-- If the one-body density has a finite second moment, this moment is the mean of the summed
squared distances of the particles from the origin, which is then integrable. -/
theorem second_moment_density [MeasurableSpace E] [BorelSpace E] (μ : Measure (Fin N → E))
    (hS : Integrable (fun r : E => ‖r‖ ^ 2) (density μ)) :
    Integrable (fun x : Fin N → E => ∑ p, ‖x p‖ ^ 2) μ ∧
      ∫ r, ‖r‖ ^ 2 ∂(density μ) = ∫ x, ∑ p, ‖x p‖ ^ 2 ∂μ := by
  have hm : Measurable (fun r : E => ‖r‖ ^ 2) := measurable_norm.pow_const 2
  rw [density] at hS
  have hp : ∀ p, Integrable (fun r : E => ‖r‖ ^ 2) (μ.map fun x => x p) :=
    fun p => integrable_finsetSum_measure.1 hS p (Finset.mem_univ p)
  have hi : ∀ p, Integrable (fun x : Fin N → E => ‖x p‖ ^ 2) μ :=
    fun p => (hp p).comp_measurable (measurable_pi_apply p)
  refine ⟨integrable_finsetSum _ fun p _ => hi p, ?_⟩
  rw [density, integral_finsetSum_measure fun p _ => hp p,
    MeasureTheory.integral_finsetSum _ fun p _ => hi p]
  exact Finset.sum_congr rfl fun p _ =>
    integral_map (measurable_pi_apply p).aemeasurable hm.aestronglyMeasurable

/-- For `N ≥ 2` particles, almost surely at distinct positions, with finite mean repulsion and a
density of finite second moment `S`, this moment is positive and the mean Coulomb repulsion is at
least `M ^ (3/2) / √(N S)`, where `M = N (N - 1) / 2`. -/
theorem mean_repulsion_ge_of_density_spread [MeasurableSpace E] [BorelSpace E]
    (hN : 2 ≤ N) (μ : Measure (Fin N → E)) [IsProbabilityMeasure μ]
    (hx : ∀ᵐ x ∂μ, Function.Injective x)
    (hS : Integrable (fun r : E => ‖r‖ ^ 2) (density μ))
    (hW : Integrable (fun x : Fin N → E => repulsion x) μ) :
    0 < ∫ r, ‖r‖ ^ 2 ∂(density μ) ∧
      ((N : ℝ) * (N - 1) / 2) ^ (3 / 2 : ℝ) / √(N * ∫ r, ‖r‖ ^ 2 ∂(density μ))
        ≤ ∫ x, repulsion x ∂μ := by
  have hN' : (2 : ℝ) ≤ N := by exact_mod_cast hN
  have hN0 : (0 : ℝ) < N := by linarith
  have hM : 0 < (N : ℝ) * (N - 1) / 2 :=
    div_pos (mul_pos hN0 (by linarith)) two_pos
  obtain ⟨hi, he⟩ := second_moment_density μ hS
  have hA : 0 ≤ ∫ r, ‖r‖ ^ 2 ∂(density μ) := integral_nonneg fun r => sq_nonneg ‖r‖
  have key := optimise_scale (W := ∫ x, repulsion x ∂μ) hM (mul_nonneg hN0.le hA)
    (fun t ht => by
      -- average the linear bound over the configurations
      have h1 : ∫ x : Fin N → E, (3 / 2 * t * ((N : ℝ) * (N - 1) / 2)
          - t ^ 3 / 2 * N * ∑ p, ‖x p‖ ^ 2) ∂μ ≤ ∫ x, repulsion x ∂μ := by
        refine integral_mono_ae ((integrable_const _).sub (hi.const_mul _)) hW ?_
        filter_upwards [hx] with x hxi
        have h2 := repulsion_ge_linear hxi ht
        rw [sum_sq_dist] at h2
        have h3 : 0 ≤ t ^ 3 / 2 * ‖∑ p, x p‖ ^ 2 := by positivity
        linarith
      rw [integral_sub (integrable_const _) (hi.const_mul _), integral_const,
        probReal_univ, one_smul, integral_const_mul (t ^ 3 / 2 * (N : ℝ))] at h1
      rw [he]
      linarith)
  exact ⟨(mul_pos_iff_of_pos_left hN0).1 key.1, key.2⟩

/-- Two particles at opposite points `a` and `-a`, with `a ≠ 0`, attain the size bound, written
here as a product. -/
theorem opposite_pair_attains {a : E} (ha : a ≠ 0) :
    repulsion ![a, -a] * √(2 * ∑ p, ‖(![a, -a] : Fin 2 → E) p‖ ^ 2)
      = ((2 : ℝ) * (2 - 1) / 2) ^ (3 / 2 : ℝ) := by
  have hp : pairs 2 = {(0, 1)} := by decide
  have hn : 0 < ‖a‖ := norm_pos_iff.2 ha
  have hd : ‖a - -a‖ = 2 * ‖a‖ := by
    rw [sub_neg_eq_add, ← two_smul ℝ a, norm_smul]
    norm_num
  have hr : repulsion ![a, -a] = 1 / (2 * ‖a‖) := by
    rw [repulsion, hp, Finset.sum_singleton, ← hd]
    rfl
  have hs : 2 * ∑ p, ‖(![a, -a] : Fin 2 → E) p‖ ^ 2 = (2 * ‖a‖) ^ 2 := by
    rw [Fin.sum_univ_two]
    change 2 * (‖a‖ ^ 2 + ‖-a‖ ^ 2) = (2 * ‖a‖) ^ 2
    rw [norm_neg]
    ring
  rw [hr, hs, Real.sqrt_sq (by positivity), one_div_mul_cancel (by positivity),
    show (2 : ℝ) * (2 - 1) / 2 = 1 by norm_num, Real.one_rpow]

end

end CoulombDensitySpread
```

```lean
#print axioms CoulombDensitySpread.repulsion_ge_of_size
-- 'CoulombDensitySpread.repulsion_ge_of_size' depends on axioms: [propext, Classical.choice, Quot.sound]
#print axioms CoulombDensitySpread.mean_repulsion_ge_of_density_spread
-- 'CoulombDensitySpread.mean_repulsion_ge_of_density_spread' depends on axioms: [propext, Classical.choice, Quot.sound]
#print axioms CoulombDensitySpread.opposite_pair_attains
-- 'CoulombDensitySpread.opposite_pair_attains' depends on axioms: [propext, Classical.choice, Quot.sound]
```

## From the tangent to the averaged bound

`sum_sum_eq_pairs` splits a symmetric double sum into the cases $p<q$, $q<p$ and $p=q$. With the constant function 1 it yields the pair count `card_pairs`. With squared distances it yields `sum_sq_dist`, once the norms are expanded into inner products.

`repulsion_ge_linear` contains the tangent inequality. There `nlinarith` is handed the product $(td-1)^2(td+2)\ge0$, the same factorisation as above. Injectivity of `x` ensures that each pair distance is positive before the inequality is summed.

`optimise_scale` is the optimisation over $t$, stated for plain real numbers $W$, $A$ and $M$, where $A$ stands for $N$ times the second moment. To exclude $A=0$ it inserts $t=(|W|+1)/M$, which would force $\tfrac32(|W|+1)\le W$. It then inserts the best value $t=\sqrt M/\sqrt A$ and simplifies the powers. No derivative is needed, since a bound valid for every $t$ may be used at this one.

`repulsion_ge_of_size` combines these lemmas and discards the non-negative term $\|\sum_px_p\|^2$. For the averaged theorem, `second_moment_density` turns the integral over the density into the mean of $\sum_p\|x_p\|^2$, one marginal at a time. In the main proof, `integral_mono_ae` integrates the linear bound, which is required only for almost every configuration, and `optimise_scale` finishes as before.

## The number for a helium-like density

In a calculation with spatial basis functions $\chi_i$ and one-particle density matrix $P_{ij}$, summed over both spins, the second moment is $S=\sum_{ij}P_{ij}\langle\chi_j|r^2|\chi_i\rangle$. It needs only one-electron integrals. The origin may be placed anywhere, because shifting all positions leaves the repulsion unchanged; the centre of the electron density gives the smallest $S$ and so the highest floor.

Take two electrons in a 1s orbital proportional to $e^{-\zeta r}$. Each has $\langle r^2\rangle=3/\zeta^2$, so $S=6/\zeta^2$, and the floor is $1/\sqrt{2S}=\zeta/\sqrt{12}\approx0.289\,\zeta$. The repulsion in this product state is $\tfrac58\zeta$. At the variational helium exponent $\zeta=27/16$ these are about 0.487 and 1.055 hartree. A pair density that gives less than 0.487 hartree therefore can't belong to any two-electron state with this density, however strongly correlated.

## Other inverse powers of the distance

The argument needs only that the interaction is a convex function of the squared distance and decreases with it. For a repulsion $1/d^s$ with $s>0$, the corresponding tangent gives, for distinct points,

$$\sum_{p<q}\frac1{\|x_p-x_q\|^s}\;\ge\;\frac{M^{1+s/2}}{\big(N\sum_p\|x_p\|^2\big)^{s/2}} .$$

The Lean theorems treat the Coulomb case, $s=1$.
